# For finitely many phases of distinct composition, a stability region has interior exactly when the phase lies strictly below every competing mixture

The computed energy of a compound can be compared with that of every mixture of the other phases at the same composition. For a finite list of phases with fixed, pairwise distinct compositions, this comparison decides whether the set of all chemical potentials at which the compound is stable against the listed phases has nonempty interior.

## From energies to chemical potentials

Let phase $i$ have composition $x_i\in\mathbb R^n$ and energy $E_i$, both per atom. At chemical potential $\mu\in\mathbb R^n$ its grand energy is $g_i(\mu)=E_i-\langle\mu,x_i\rangle$. If $x_i$ lists the atomic fractions of all elements, this is the zero-temperature grand potential per atom. If the fraction of one element is left out, $\mu$ holds the chemical potentials of the others minus that of the omitted element, and $g_i$ differs from the grand potential per atom by the omitted element's chemical potential, which is the same for all phases. The stability region $S_k$ is the set of $\mu$ at which $g_k\le g_i$ for all $i$. When all fractions are listed, equilibrium with the compound itself at zero temperature and pressure also requires $g_k=0$. This condition is not part of $S_k$; it would confine $\mu$ to a hyperplane, which has no interior in $\mathbb R^n$. A competing mixture has fractions $w_i\ge0$ with $\sum_i w_i=1$, $w_k=0$ and $\sum_i w_ix_i=x_k$.

**Claim.** For finitely many phases with pairwise distinct compositions, $S_k$ has nonempty interior if and only if $\sum_i w_iE_i>E_k$ for every competing mixture.

For any competing mixture and any $\mu$,
$$\sum_i w_i(g_i-g_k)=\sum_i w_iE_i-\langle\mu,x_k\rangle-E_k+\langle\mu,x_k\rangle=\sum_i w_iE_i-E_k.\tag{1}$$

Suppose $\mu$ is interior to $S_k$. For $i\ne k$ put $d=x_i-x_k\ne0$. For small $t>0$ the point $\mu+td$ is still in $S_k$, so
$$0\le g_i(\mu+td)-g_k(\mu+td)=g_i(\mu)-g_k(\mu)-t\|d\|^2.$$
Hence $g_i(\mu)>g_k(\mu)$. Some $w_j$ with $j\neq k$ is positive, so the left side of (1) is positive, which proves one direction. Conversely, finitely many strict inequalities between continuous functions define an open set, so any strict minimizer $\mu$ is interior.

It remains to find such a $\mu$ when all competing mixtures lie above $E_k$. The convex hull of the points $(x_i-x_k,E_i-E_k)$, $i\ne k$, is compact. It misses the closed ray $\{(0,s):s\le0\}$, since a common point would be a competing mixture with energy at most $E_k$. Separation gives $m\in\mathbb R^n$ and reals $c$ and $u<v$ with $\langle m,y\rangle+cs<u$ on the hull and $cs>v$ on the ray. Taking $s=0$ gives $u<v<0$; letting $s\to-\infty$ excludes $c>0$.

If $c=0$, the separating hyperplane is vertical and gives no $\mu$ directly. Choose $\varepsilon>0$ with $\varepsilon(1+\sum_j|E_j-E_k|)=-u$. Then $-\varepsilon(E_i-E_k)<-u$, and adding the separation inequality gives
$$\langle m,x_i-x_k\rangle<(\varepsilon-c)(E_i-E_k).$$
With $\mu=m/(\varepsilon-c)$ this says $g_k(\mu)<g_i(\mu)$.

## A binary compound at composition one half

Take $n=1$, end members at $x=0$ and $x=1$ with energy $0$, and a compound at $x=\tfrac12$ with energy $e$. Here $x$ is the atomic fraction of the second element, and $\mu$ is its chemical potential minus that of the first. The only competing mixture is half of each end member, with energy $0$. The conditions $e-\mu/2\le0$ and $e-\mu/2\le-\mu$ give $2e\le\mu\le-2e$. For $e=-1$ this is $[-2,2]$; for $e=0$ it is the single point $0$; for $e>0$ it is empty.

## Phases, regions and mixtures in Lean

The type `ι` labels the phases. The space `V` is a real inner product space; the case above is `EuclideanSpace ℝ (Fin n)`.

```lean
import Mathlib

open scoped InnerProductSpace

namespace ChemicalPotentialRegion

variable {V ι : Type*} [NormedAddCommGroup V] [InnerProductSpace ℝ V]
```

The function `grandEnergy` is $g_i(\mu)$.

```lean
/-- The grand energy `E_i - ⟨μ, x_i⟩` of phase `i` at chemical potential `μ`. Compositions and
chemical potentials are vectors of a real inner product space `V`, such as `R^n`. -/
noncomputable def grandEnergy (x : ι → V) (E : ι → ℝ) (μ : V) (i : ι) : ℝ :=
  E i - ⟪μ, x i⟫_ℝ
```

The region includes its boundary, where other phases may tie with $k$.

```lean
/-- The set of chemical potentials at which phase `k` minimizes the grand energy. -/
def stabilityRegion (x : ι → V) (E : ι → ℝ) (k : ι) : Set V :=
  {μ | ∀ i, grandEnergy x E μ k ≤ grandEnergy x E μ i}
```

From here on the list of phases is finite. That it contains every phase that competes in the real material is an assumption the hypotheses do not supply.

```lean
variable [Fintype ι]

/-- The phase fractions `w` describe a mixture of phases other than `k` whose mean
composition is that of phase `k`. -/
structure IsCompetingMixture (x : ι → V) (k : ι) (w : ι → ℝ) : Prop where
  nonneg : ∀ i, 0 ≤ w i
  sum_one : ∑ i, w i = 1
  absent : w k = 0
  mean : ∑ i, w i • x i = x k
```

## Energy gaps and the interior

Identity (1) holds for all energies and needs no distinctness. In its proof, `h1` moves the mean composition through the inner product.

```lean
/-- At any chemical potential, the energy of a competing mixture relative to phase `k` is the
weighted mean of the grand-energy gaps. -/
theorem mixture_excess {x : ι → V} {k : ι} {w : ι → ℝ}
    (hw : IsCompetingMixture x k w) (E : ι → ℝ) (μ : V) :
    ∑ i, w i * (grandEnergy x E μ i - grandEnergy x E μ k) = ∑ i, w i * E i - E k := by
  have h1 : ∑ i, w i * ⟪μ, x i⟫_ℝ = ⟪μ, x k⟫_ℝ := by
    rw [← hw.mean]
    simp only [inner_sum, real_inner_smul_right]
  have h2 : ∀ i, w i * (grandEnergy x E μ i - grandEnergy x E μ k) =
      w i * E i - w i * ⟪μ, x i⟫_ℝ - w i * (E k - ⟪μ, x k⟫_ℝ) := fun i => by
    unfold grandEnergy
    ring
  rw [Finset.sum_congr rfl fun i _ => h2 i, Finset.sum_sub_distrib, Finset.sum_sub_distrib,
    ← Finset.sum_mul, hw.sum_one, h1]
  ring
```

The next theorem identifies the interior with the set of strict minimizers. Injectivity of `x` expresses distinct compositions, so of several polymorphs only one may be listed. The point `μ + t • d` is the shift used above; `interior_maximal` handles the converse.

```lean
/-- For finitely many phases with distinct compositions, the interior of the stability region of
phase `k` consists of the chemical potentials at which every other phase has strictly higher grand
energy. -/
theorem interior_stabilityRegion {x : ι → V} (hx : Function.Injective x) (E : ι → ℝ) (k : ι) :
    interior (stabilityRegion x E k) =
      {μ | ∀ i, i ≠ k → grandEnergy x E μ k < grandEnergy x E μ i} := by
  apply Set.Subset.antisymm
  · intro μ hμ i hik
    obtain ⟨ε, hε, hball⟩ := Metric.mem_nhds_iff.1 (mem_interior_iff_mem_nhds.1 hμ)
    obtain ⟨d, hd⟩ : ∃ d, d = x i - x k := ⟨_, rfl⟩
    have hd0 : 0 < ‖d‖ := by
      rw [norm_pos_iff, hd]
      exact sub_ne_zero.2 (fun h => hik (hx h))
    obtain ⟨t, ht, htd⟩ : ∃ t : ℝ, 0 < t ∧ t * ‖d‖ = ε / 2 :=
      ⟨ε / 2 / ‖d‖, by positivity, div_mul_cancel₀ _ hd0.ne'⟩
    -- a small shift of the chemical potential towards phase `i` stays in the region
    have hmem : μ + t • d ∈ stabilityRegion x E k := by
      apply hball
      rw [Metric.mem_ball, dist_eq_norm, add_sub_cancel_left, norm_smul,
        Real.norm_of_nonneg ht.le, htd]
      linarith
    have h := hmem i
    have hp : 0 < t * (⟪d, x i⟫_ℝ - ⟪d, x k⟫_ℝ) := by
      rw [← inner_sub_right, ← hd, real_inner_self_eq_norm_sq]
      positivity
    simp only [grandEnergy, inner_add_left, real_inner_smul_left] at h ⊢
    linarith
  · have hc : ∀ i, Continuous fun μ => grandEnergy x E μ i := fun i => by
      unfold grandEnergy
      fun_prop
    apply interior_maximal
    · intro μ h i
      rcases eq_or_ne i k with rfl | hik
      · exact le_rfl
      · exact (h i hik).le
    · simp only [Set.ofPred_forall]
      exact isOpen_iInter_of_finite fun i => isOpen_iInter_of_finite fun _ =>
        isOpen_lt (hc k) (hc i)
```

## Separation and tilt

Here `hT` and `hpT` show that hull points are mixtures, and `hdis` that the hull misses the ray. The separating functional `f` is then split into `m` and the energy coefficient $c$, which is `f (0, 1)`. Completeness of `V`, automatic for $\mathbb R^n$, is used to represent the composition part as an inner product.

```lean
/-- For finitely many phases with compositions in a real Hilbert space, if every competing mixture
has energy strictly above `E_k`, then a hyperplane, possibly vertical, separates the other phases in
composition-energy space from the points at or below phase `k`. -/
theorem exists_separating_hyperplane [CompleteSpace V] (x : ι → V) (E : ι → ℝ) (k : ι)
    (h : ∀ w, IsCompetingMixture x k w → E k < ∑ i, w i * E i) :
    ∃ (m : V) (c u : ℝ), c ≤ 0 ∧ u < 0 ∧
      ∀ i, i ≠ k → ⟪m, x i - x k⟫_ℝ + (E i - E k) * c < u := by
  classical
  obtain ⟨p, hp⟩ : ∃ p : ι → V × ℝ, ∀ i, p i = (x i - x k, E i - E k) := ⟨_, fun _ => rfl⟩
  -- points of the hull of the other phases are mixtures
  have hT : Convex ℝ {q : V × ℝ | ∃ w : ι → ℝ, (∀ i, 0 ≤ w i) ∧ ∑ i, w i = 1 ∧
      w k = 0 ∧ ∑ i, w i • p i = q} := by
    rintro q ⟨w, w0, w1, wk, wq⟩ r ⟨v, v0, v1, vk, vr⟩ a b ha hb hab
    refine ⟨fun i => a * w i + b * v i,
      fun i => add_nonneg (mul_nonneg ha (w0 i)) (mul_nonneg hb (v0 i)), ?_, ?_, ?_⟩
    · rw [Finset.sum_add_distrib, ← Finset.mul_sum, ← Finset.mul_sum, w1, v1]
      linarith
    · simp only [wk, vk, mul_zero, add_zero]
    · simp only [add_smul, mul_smul, Finset.sum_add_distrib, ← Finset.smul_sum, wq, vr]
  have hpT : p '' {i | i ≠ k} ⊆ {q : V × ℝ | ∃ w : ι → ℝ, (∀ i, 0 ≤ w i) ∧
      ∑ i, w i = 1 ∧ w k = 0 ∧ ∑ i, w i • p i = q} := by
    rintro _ ⟨i, hi, rfl⟩
    refine ⟨fun j => if j = i then 1 else 0, fun j => ?_, by simp,
      if_neg (fun e : k = i => hi e.symm), ?_⟩
    · dsimp only
      split_ifs <;> norm_num
    · simp only [ite_smul, one_smul, zero_smul, Finset.sum_ite_eq', Finset.mem_univ, if_true]
  have hR : Convex ℝ {q : V × ℝ | q.1 = 0 ∧ q.2 ≤ 0} := by
    rintro q ⟨q1, q2⟩ r ⟨r1, r2⟩ a b ha hb _
    refine ⟨by simp [q1, r1], ?_⟩
    simp only [Prod.snd_add, Prod.smul_snd, smul_eq_mul]
    linarith [mul_nonneg ha (neg_nonneg.2 q2), mul_nonneg hb (neg_nonneg.2 r2)]
  have hR1 : IsClosed {q : V × ℝ | q.1 = 0} := isClosed_eq continuous_fst continuous_const
  have hR2 : IsClosed {q : V × ℝ | q.2 ≤ 0} := isClosed_le continuous_snd continuous_const
  have hdis : Disjoint (convexHull ℝ (p '' {i | i ≠ k})) {q : V × ℝ | q.1 = 0 ∧ q.2 ≤ 0} := by
    rw [Set.disjoint_left]
    rintro q hq ⟨h1, h2⟩
    obtain ⟨w, w0, w1, wk, wq⟩ := convexHull_min hpT hT hq
    have e1 := congrArg Prod.fst wq
    have e2 := congrArg Prod.snd wq
    simp only [hp, Prod.fst_sum, Prod.smul_fst, smul_sub, Finset.sum_sub_distrib,
      ← Finset.sum_smul, w1, one_smul, h1] at e1
    simp only [hp, Prod.snd_sum, Prod.smul_snd, smul_eq_mul, mul_sub,
      Finset.sum_sub_distrib, ← Finset.sum_mul, w1, one_mul] at e2
    linarith [h w ⟨w0, w1, wk, sub_eq_zero.1 e1⟩]
  have hK : IsCompact (convexHull ℝ (p '' {i | i ≠ k})) :=
    Set.Finite.isCompact_convexHull (𝕜 := ℝ) (Set.toFinite (p '' {i | i ≠ k}))
  have hRc : IsClosed {q : V × ℝ | q.1 = 0 ∧ q.2 ≤ 0} := hR1.inter hR2
  obtain ⟨f, u, v, hfu, huv, hfv⟩ := geometric_hahn_banach_compact_closed
    (convex_convexHull ℝ (p '' {i | i ≠ k})) hK hR hRc hdis
  -- the composition part of the separating functional is an inner product
  obtain ⟨m, hm⟩ : ∃ m : V, ∀ y, ⟪m, y⟫_ℝ = f (y, 0) :=
    ⟨(InnerProductSpace.toDual ℝ V).symm
      (ContinuousLinearMap.comp f (ContinuousLinearMap.inl ℝ V ℝ)), fun y => by
        rw [InnerProductSpace.toDual_symm_apply]
        simp⟩
  have hf : ∀ (y : V) (t : ℝ), f (y, t) = ⟪m, y⟫_ℝ + t * f ((0 : V), (1 : ℝ)) := by
    intro y t
    have e : (y, t) = (y, (0 : ℝ)) + t • ((0 : V), (1 : ℝ)) := Prod.ext (by simp) (by simp)
    rw [e, map_add, map_smul, smul_eq_mul, hm]
  have hv : v < 0 := by
    have := hfv ((0 : V), (0 : ℝ)) ⟨rfl, le_refl (0 : ℝ)⟩
    rw [hf, inner_zero_right] at this
    linarith
  refine ⟨m, f ((0 : V), (1 : ℝ)), u, ?_, huv.trans hv, fun i hik => ?_⟩
  · by_contra hcon
    have hpos := not_le.1 hcon
    have := hfv ((0 : V), v / f ((0 : V), (1 : ℝ))) ⟨rfl, (div_neg_of_neg_of_pos hv hpos).le⟩
    rw [hf, inner_zero_right, div_mul_cancel₀ v hpos.ne'] at this
    linarith
  · have h1 := hfu (p i) (subset_convexHull ℝ _ ⟨i, hik, rfl⟩)
    rwa [hp, hf] at h1
```

The tilt by `ε` turns this hyperplane into a chemical potential; `key` is the displayed inequality after division by $\varepsilon-c$.

```lean
/-- For finitely many phases with compositions in a real Hilbert space, if every competing mixture
has energy strictly above `E_k`, then at some chemical potential every other phase has strictly
higher grand energy than phase `k`. -/
theorem exists_strict_minimizer [CompleteSpace V] (x : ι → V) (E : ι → ℝ) (k : ι)
    (h : ∀ w, IsCompetingMixture x k w → E k < ∑ i, w i * E i) :
    ∃ μ, ∀ i, i ≠ k → grandEnergy x E μ k < grandEnergy x E μ i := by
  obtain ⟨m, c, u, hc, hu, hsep⟩ := exists_separating_hyperplane x E k h
  -- tilt slightly, so that the separating hyperplane is not vertical
  have hM : 0 < 1 + ∑ i, |E i - E k| :=
    add_pos_of_pos_of_nonneg one_pos (Finset.sum_nonneg fun i _ => abs_nonneg _)
  obtain ⟨ε, hε, hεM⟩ : ∃ ε : ℝ, 0 < ε ∧ ε * (1 + ∑ i, |E i - E k|) = -u :=
    ⟨-u / (1 + ∑ i, |E i - E k|), div_pos (by linarith) hM, div_mul_cancel₀ _ hM.ne'⟩
  have hd : 0 < ε - c := by linarith
  refine ⟨(ε - c)⁻¹ • m, fun i hik => ?_⟩
  have h1 := hsep i hik
  have h2 : |E i - E k| ≤ ∑ j, |E j - E k| :=
    Finset.single_le_sum (f := fun j => |E j - E k|) (fun j _ => abs_nonneg _)
      (Finset.mem_univ i)
  have h3 : ε * (-(E i - E k)) < -u := by
    rw [← hεM]
    exact mul_lt_mul_of_pos_left (by linarith [neg_le_abs (E i - E k)]) hε
  have key : (ε - c)⁻¹ * ⟪m, x i - x k⟫_ℝ < E i - E k := by
    rw [inv_mul_lt_iff₀ hd]
    linarith
  rw [inner_sub_right, mul_sub] at key
  simp only [grandEnergy, real_inner_smul_left]
  linarith
```

## The equivalence and the marginal case

The main theorem combines these results. When no competing mixture exists, as for an end member, its right-hand side holds automatically.

```lean
/-- For finitely many phases with distinct compositions in a real Hilbert space, such as `R^n`,
the stability region of phase `k` has nonempty interior if and only if every mixture of the other
phases with composition `x_k` has energy strictly above `E_k`. -/
theorem interior_nonempty_iff [CompleteSpace V] {x : ι → V} (hx : Function.Injective x)
    (E : ι → ℝ) (k : ι) :
    (interior (stabilityRegion x E k)).Nonempty ↔
      ∀ w, IsCompetingMixture x k w → E k < ∑ i, w i * E i := by
  rw [interior_stabilityRegion hx]
  refine ⟨?_, exists_strict_minimizer x E k⟩
  rintro ⟨μ, hμ⟩ w hw
  -- some phase other than `k` is present in the mixture
  obtain ⟨j, hj⟩ : ∃ j, 0 < w j := by
    by_contra! hcon
    have := Finset.sum_nonpos (s := Finset.univ) (fun i _ => hcon i)
    linarith [hw.sum_one]
  have hjk : j ≠ k := by
    rintro rfl
    exact hj.ne' hw.absent
  have hpos : 0 < ∑ i, w i * (grandEnergy x E μ i - grandEnergy x E μ k) := by
    refine Finset.sum_pos' (fun i _ => ?_)
      ⟨j, Finset.mem_univ j, mul_pos hj (sub_pos.2 (hμ j hjk))⟩
    rcases eq_or_ne i k with rfl | hik
    · rw [sub_self, mul_zero]
    · exact mul_nonneg (hw.nonneg i) (sub_pos.2 (hμ i hik)).le
  rw [mixture_excess hw] at hpos
  linarith
```

If a competing mixture has energy exactly $E_k$, the left side of (1) vanishes. In $S_k$ its terms are nonnegative, so each is zero: every phase present in the mixture coexists with $k$ throughout the region. The case $e=0$ above shows this at $\mu=0$.

```lean
/-- If a competing mixture has exactly the energy `E_k`, then throughout the stability region of
phase `k` every phase present in that mixture has the same grand energy as `k`. -/
theorem marginal_phase_coexists {x : ι → V} {E : ι → ℝ} {k : ι} {w : ι → ℝ}
    (hw : IsCompetingMixture x k w) (hE : ∑ i, w i * E i = E k)
    {μ : V} (hμ : μ ∈ stabilityRegion x E k) {i : ι} (hi : 0 < w i) :
    grandEnergy x E μ i = grandEnergy x E μ k := by
  have hsum := mixture_excess hw E μ
  rw [hE, sub_self] at hsum
  -- a vanishing sum of nonnegative gaps vanishes term by term
  have hz := (Finset.sum_eq_zero_iff_of_nonneg
    (fun j _ => mul_nonneg (hw.nonneg j) (sub_nonneg.2 (hμ j)))).1 hsum i (Finset.mem_univ i)
  exact sub_eq_zero.1 ((mul_eq_zero.1 hz).resolve_left hi.ne')

end ChemicalPotentialRegion
```

```lean
#print axioms ChemicalPotentialRegion.interior_stabilityRegion
-- 'ChemicalPotentialRegion.interior_stabilityRegion' depends on axioms: [propext, Classical.choice, Quot.sound]
#print axioms ChemicalPotentialRegion.interior_nonempty_iff
-- 'ChemicalPotentialRegion.interior_nonempty_iff' depends on axioms: [propext, Classical.choice, Quot.sound]
#print axioms ChemicalPotentialRegion.marginal_phase_coexists
-- 'ChemicalPotentialRegion.marginal_phase_coexists' depends on axioms: [propext, Classical.choice, Quot.sound]
```
